# A half-line Rice-Mele chain with nonzero hoppings has a bound state exactly when the intercell hopping is the stronger one, and its energy is the end site's potential

In a Rice-Mele pump, the site potentials and hoppings of a chain are varied slowly to move charge. If the chain has an open end, an electron may get trapped there. At which energies can this happen, for given parameters?

Each cell n = 0, 1, 2, … has an A site with potential D (often written Δ) and a B site with potential −D. The real hoppings are v within a cell and w between cells, and the chain starts on the A site of cell 0. For v and w nonzero, a bound state of energy E exists if and only if E = D and |v| < |w|. For non-interacting electrons on this half-line, the end level, computed separately at each setting of the parameters, therefore follows D through zero as long as |v| < |w|.

## The chain ends on an A site

With amplitudes aₙ and bₙ, the stationary Schrödinger equation reads

E a₀ = D a₀ + v b₀
E aₙ₊₁ = D aₙ₊₁ + v bₙ₊₁ + w bₙ
E bₙ = v aₙ + w aₙ₊₁ − D bₙ

The end is the missing w term in the first line, which is the first case of `hamA`. Without an end, the cells would continue to n → −∞, where the bound profile found below grows.

```lean
import Mathlib

open Filter Topology

namespace RiceMeleHalfLine

noncomputable section

/-- The A component of the Rice-Mele Hamiltonian on the half-line: potential `D`, hopping `v`
within the cell and `w` to the previous cell, which is absent for cell `0`. -/
def hamA (v w D : ℝ) (a b : ℕ → ℂ) : ℕ → ℂ
  | 0 => D * a 0 + v * b 0
  | n + 1 => D * a (n + 1) + v * b (n + 1) + w * b n

/-- The B component of the Hamiltonian: potential `-D`, hopping `v` within the cell and `w`
to the next cell. -/
def hamB (v w D : ℝ) (a b : ℕ → ℂ) (n : ℕ) : ℂ :=
  v * a n + w * a (n + 1) - D * b n

/-- The amplitudes `a` (A sites) and `b` (B sites) solve the stationary Schrödinger equation
with energy `E`; no normalizability is asked. -/
structure IsEigenstate (v w D : ℝ) (E : ℂ) (a b : ℕ → ℂ) : Prop where
  siteA : ∀ n, hamA v w D a b n = E * a n
  siteB : ∀ n, hamB v w D a b n = E * b n
```

The energy is a complex number here, so its reality is a conclusion. The model is idealised: a real sample has a second end, and it may also have interactions, disorder, longer-range hoppings or altered potentials near the end, none of which are treated here.

## The state is not zero

`IsBoundState` adds finite total probability, without normalising it to 1, and at least one nonzero amplitude. If all amplitudes were allowed to vanish, every E would qualify. By hand and in Lean, this condition gives a₀ ≠ 0, which then fixes the energy.

```lean
/-- A bound state: a nonzero, square-summable solution of the Schrödinger equation. -/
structure IsBoundState (v w D : ℝ) (E : ℂ) (a b : ℕ → ℂ) : Prop
    extends IsEigenstate v w D E a b where
  summableA : Summable fun n => ‖a n‖ ^ 2
  summableB : Summable fun n => ‖b n‖ ^ 2
  nonzero : ∃ n, a n ≠ 0 ∨ b n ≠ 0
```

## The total probability is finite

Multiply the B equation by E − D and replace each (E − D)aₙ using the A equations. With c = E² − D² − v² − w², this gives

c b₀ = vw b₁
c bₙ₊₁ = vw (bₙ₊₂ + bₙ)

Nothing was divided by E − D, so E = D is included. In `recursion_B`, `linear_combination` does this elimination.

```lean
/-- The coefficient `E² - D² - v² - w²` of the recursion on the B sublattice. -/
def bandCoeff (v w D : ℝ) (E : ℂ) : ℂ := E ^ 2 - D ^ 2 - v ^ 2 - w ^ 2

/-- Eliminating the A sites leaves a uniform chain on the B sites with hopping `v w` and an
open end. -/
theorem recursion_B {v w D : ℝ} {E : ℂ} {a b : ℕ → ℂ} (h : IsEigenstate v w D E a b) :
    bandCoeff v w D E * b 0 = v * w * b 1 ∧
    ∀ n, bandCoeff v w D E * b (n + 1) = v * w * (b (n + 2) + b n) := by
  have hA : ∀ n, (D : ℂ) * a (n + 1) + v * b (n + 1) + w * b n = E * a (n + 1) :=
    fun n => h.siteA (n + 1)
  have hB : ∀ n, (v : ℂ) * a n + w * a (n + 1) - D * b n = E * b n := h.siteB
  unfold bandCoeff
  constructor
  · have h0 : (D : ℂ) * a 0 + v * b 0 = E * a 0 := h.siteA 0
    have h1 : (D : ℂ) * a 1 + v * b 1 + w * b 0 = E * a 1 := hA 0
    have h2 : (v : ℂ) * a 0 + w * a 1 - D * b 0 = E * b 0 := hB 0
    linear_combination (-(E - D)) * h2 - v * h0 - w * h1
  · intro n
    have h1 : (D : ℂ) * a (n + 2) + v * b (n + 2) + w * b (n + 1) = E * a (n + 2) :=
      hA (n + 1)
    have h2 : (v : ℂ) * a (n + 1) + w * a (n + 2) - D * b (n + 1) = E * b (n + 1) :=
      hB (n + 1)
    linear_combination (-(E - D)) * h2 - v * hA n - w * h1
```

Now define Qₙ = vw(bₙ₊₁² + bₙ²) − c bₙbₙ₊₁, with plain squares and not moduli. Then

Qₙ₊₁ − Qₙ = (bₙ₊₂ − bₙ)[vw(bₙ₊₂ + bₙ) − c bₙ₊₁] = 0
Q₀ = vw b₀² + b₁(vw b₁ − c b₀) = vw b₀²

so Qₙ = vw b₀² in every cell. `invariant_B` is this induction.

```lean
/-- For every solution of the Schrödinger equation, a quadratic form in neighbouring B
amplitudes is the same in all cells, with its value fixed by the first B site. -/
theorem invariant_B {v w D : ℝ} {E : ℂ} {a b : ℕ → ℂ} (h : IsEigenstate v w D E a b)
    (n : ℕ) :
    v * w * (b (n + 1) ^ 2 + b n ^ 2) - bandCoeff v w D E * (b n * b (n + 1))
      = v * w * b 0 ^ 2 := by
  obtain ⟨h0, h1⟩ := recursion_B h
  induction n with
  | zero =>
    simp only [zero_add]
    linear_combination (-(b 1)) * h0
  | succ n ih =>
    rw [show n + 1 + 1 = n + 2 from rfl]
    linear_combination ih - (b (n + 2) - b n) * h1 n
```

Finite probability makes bₙ → 0, hence Qₙ → 0 and vw b₀² = 0. So b₀ = 0, and the recursion gives b₁ = 0, b₂ = 0 and so on. `B_eq_zero` takes the limit with `tendsto_nhds_unique` and then carries the zeros along by induction.

```lean
/-- With both hoppings nonzero, a solution that is square-summable on the B sites vanishes on
all of them. -/
theorem B_eq_zero {v w D : ℝ} {E : ℂ} {a b : ℕ → ℂ} (hv : v ≠ 0) (hw : w ≠ 0)
    (h : IsEigenstate v w D E a b) (hb : Summable fun n => ‖b n‖ ^ 2) (n : ℕ) :
    b n = 0 := by
  have hvw : (v : ℂ) * w ≠ 0 :=
    mul_ne_zero (Complex.ofReal_ne_zero.mpr hv) (Complex.ofReal_ne_zero.mpr hw)
  have hnorm : Tendsto (fun n => ‖b n‖) atTop (𝓝 0) := by
    have h2 := hb.tendsto_atTop_zero.sqrt
    simpa [Real.sqrt_sq] using h2
  have hl : Tendsto b atTop (𝓝 0) := tendsto_zero_iff_norm_tendsto_zero.mpr hnorm
  have hs : Tendsto (fun n => b (n + 1)) atTop (𝓝 0) := hl.comp (tendsto_add_atTop_nat 1)
  -- the invariant is constant and tends to zero, so the first B amplitude vanishes
  have hlim := (((hs.pow 2).add (hl.pow 2)).const_mul ((v : ℂ) * w)).sub
    ((hl.mul hs).const_mul (bandCoeff v w D E))
  have hconst := hlim.congr (fun n => invariant_B h n)
  have hz : (v : ℂ) * w * b 0 ^ 2 = 0 :=
    (tendsto_nhds_unique tendsto_const_nhds hconst).trans (by ring)
  have hb0 : b 0 = 0 := pow_eq_zero_iff (two_ne_zero) |>.mp
    ((mul_eq_zero.mp hz).resolve_left hvw)
  -- the recursion carries the zero along the chain
  obtain ⟨h0, h1⟩ := recursion_B h
  have hall : ∀ n, b n = 0 ∧ b (n + 1) = 0 := by
    intro n
    induction n with
    | zero =>
      refine ⟨hb0, mul_left_cancel₀ hvw ?_⟩
      simp only [zero_add]
      linear_combination -h0 + bandCoeff v w D E * hb0
    | succ n ih =>
      refine ⟨ih.2, mul_left_cancel₀ hvw ?_⟩
      rw [show n + 1 + 1 = n + 2 from rfl]
      linear_combination -(h1 n) + bandCoeff v w D E * ih.2 - v * w * ih.1
  exact (hall n).1
```

Bounded amplitudes would not be enough: for v = w = 1 and D = 0, the state aₙ = (−1)ⁿ, bₙ = 0 solves the equations at E = 0, although |v| = |w|.

## Both hoppings are nonzero

Physically, no bond is cut. The argument above cancelled vw; the rest needs only w ≠ 0. With all bₙ = 0, the B equation becomes v aₙ + w aₙ₊₁ = 0, so

aₙ = (−v/w)ⁿ a₀
Σ |aₙ|² = |a₀|² Σ (v/w)²ⁿ

Since a₀ ≠ 0, the sum is finite exactly when |v| < |w|. The first A equation, (E − D)a₀ = 0, gives E = D. Conversely, this profile with b = 0 satisfies all three equations at E = D.

`profile_norm_sq` supplies the geometric ratio, and `isBoundState_iff` assembles both directions into a list of all bound states. `exists_boundState_iff` follows, with a₀ = 1 as the example.

```lean
/-- For `w ≠ 0`, the squared modulus of the profile `(-v/w)ⁿ z` is `‖z‖²` times the `n`-th power of
`(v/w)²`, and this ratio is below 1 if and only if `|v| < |w|`. -/
theorem profile_norm_sq {v w : ℝ} (hw : w ≠ 0) (z : ℂ) :
    (∀ n : ℕ, ‖(-((v : ℂ) / w)) ^ n * z‖ ^ 2 = ((v / w) ^ 2) ^ n * ‖z‖ ^ 2) ∧
    ((v / w) ^ 2 < 1 ↔ |v| < |w|) := by
  constructor
  · intro n
    rw [← Complex.ofReal_div, norm_mul, norm_pow, norm_neg, Complex.norm_real,
      Real.norm_eq_abs, mul_pow, ← pow_mul, mul_comm n 2, pow_mul, sq_abs]
  · rw [div_pow, div_lt_one (by positivity), sq_lt_sq]

/-- Classification for nonzero hoppings: the bound states are exactly the states of energy `D`
that live on the A sites with amplitudes `(-v/w)ⁿ a₀`, `a₀ ≠ 0`, and they require
`|v| < |w|`. -/
theorem isBoundState_iff {v w D : ℝ} {E : ℂ} {a b : ℕ → ℂ} (hv : v ≠ 0) (hw : w ≠ 0) :
    IsBoundState v w D E a b ↔
      E = D ∧ |v| < |w| ∧ a 0 ≠ 0 ∧ (∀ n, a n = (-((v : ℂ) / w)) ^ n * a 0) ∧
        ∀ n, b n = 0 := by
  have hw' : (w : ℂ) ≠ 0 := Complex.ofReal_ne_zero.mpr hw
  have hr : (w : ℂ) * (-((v : ℂ) / w)) = -v := by
    rw [mul_neg, mul_div_cancel₀ _ hw']
  obtain ⟨hsq, hlt⟩ := profile_norm_sq (v := v) hw (a 0)
  constructor
  · intro h
    have hb := B_eq_zero hv hw h.toIsEigenstate h.summableB
    -- the B equations fix the profile on the A sites
    have ha : ∀ n, a n = (-((v : ℂ) / w)) ^ n * a 0 := by
      intro n
      induction n with
      | zero => simp
      | succ n ih =>
        have h1 : (v : ℂ) * a n + w * a (n + 1) - D * b n = E * b n := h.siteB n
        rw [hb n, mul_zero, mul_zero, sub_zero] at h1
        have h2 : a (n + 1) = -((v : ℂ) / w) * a n := by
          apply mul_left_cancel₀ hw'
          linear_combination h1 - a n * hr
        rw [h2, ih, pow_succ]
        ring
    have ha0 : a 0 ≠ 0 := by
      intro h0
      obtain ⟨n, hn | hn⟩ := h.nonzero
      · exact hn (by rw [ha n, h0, mul_zero])
      · exact hn (hb n)
    -- the first A equation fixes the energy
    have hE : (D : ℂ) * a 0 + v * b 0 = E * a 0 := h.siteA 0
    rw [hb 0, mul_zero, add_zero] at hE
    refine ⟨(mul_right_cancel₀ ha0 hE).symm, hlt.mp ?_, ha0, ha, hb⟩
    have hf : (fun n => ‖a n‖ ^ 2) = fun n => ((v / w) ^ 2) ^ n * ‖a 0‖ ^ 2 :=
      funext fun n => by rw [ha n, hsq n]
    have hsum := h.summableA
    rw [hf, summable_mul_right_iff (pow_ne_zero 2 (norm_ne_zero_iff.mpr ha0)),
      summable_geometric_iff_norm_lt_one, Real.norm_of_nonneg (sq_nonneg _)] at hsum
    exact hsum
  · rintro ⟨hE, hvw, ha0, ha, hb⟩
    subst hE
    have hf : (fun n => ‖a n‖ ^ 2) = fun n => ((v / w) ^ 2) ^ n * ‖a 0‖ ^ 2 :=
      funext fun n => by rw [ha n, hsq n]
    refine ⟨⟨fun n => ?_, fun n => ?_⟩, ?_, ?_, ⟨0, Or.inl ha0⟩⟩
    · cases n with
      | zero => simp [hamA, hb]
      | succ n => simp [hamA, hb]
    · have key : ∀ r x : ℂ, (w : ℂ) * r = -v →
          (v : ℂ) * (r ^ n * x) + w * (r ^ (n + 1) * x) - D * 0 = D * 0 :=
        fun r x h => by linear_combination r ^ n * x * h
      unfold hamB
      rw [ha (n + 1), ha n, hb n]
      exact key _ _ hr
    · rw [hf]
      exact (summable_geometric_of_lt_one (sq_nonneg _) (hlt.mpr hvw)).mul_right _
    · simp [hb, summable_zero]

/-- The half-line Rice-Mele chain with nonzero hoppings, starting on an A site, has a bound
state of energy `E` if and only if `E = D` and `|v| < |w|`. -/
theorem exists_boundState_iff {v w D : ℝ} (hv : v ≠ 0) (hw : w ≠ 0) (E : ℂ) :
    (∃ a b, IsBoundState v w D E a b) ↔ E = D ∧ |v| < |w| := by
  constructor
  · rintro ⟨a, b, h⟩
    obtain ⟨hE, hvw, -⟩ := (isBoundState_iff hv hw).mp h
    exact ⟨hE, hvw⟩
  · rintro ⟨hE, hvw⟩
    exact ⟨fun n => (-((v : ℂ) / w)) ^ n, fun _ => 0,
      (isBoundState_iff hv hw).mpr ⟨hE, hvw, by simp, by simp, by simp⟩⟩
```

If v = 0 is allowed, the "only if" part fails. Take v = 0, w = 1, D = 0: the state with a₁ = b₀ = 1 and all else zero is bound at E = 1, on a dimer cut off from the rest. For w = 0, v = 1, D = 0, the dimer a₀ = b₀ = 1 does the same.

## The weight on the first site

Summing the geometric series shows that a bound state normalised to 1 has

|a₀|² = 1 − (v/w)²

`first_site_weight` states this for unnormalised amplitudes, with the total probability as a factor. As v → 0 at fixed w, the state shrinks onto the first site; as |v| → |w|, that site's share goes to zero.

```lean
/-- For nonzero hoppings, the first site carries the fraction `1 - (v/w)²` of the total
probability of a bound state. -/
theorem first_site_weight {v w D : ℝ} {E : ℂ} {a b : ℕ → ℂ} (hv : v ≠ 0) (hw : w ≠ 0)
    (h : IsBoundState v w D E a b) :
    ‖a 0‖ ^ 2 = (1 - (v / w) ^ 2) * ∑' n, (‖a n‖ ^ 2 + ‖b n‖ ^ 2) := by
  obtain ⟨-, hvw, -, ha, hb⟩ := (isBoundState_iff hv hw).mp h
  obtain ⟨hsq, hlt⟩ := profile_norm_sq (v := v) hw (a 0)
  have hf : (fun n => ‖a n‖ ^ 2 + ‖b n‖ ^ 2) = fun n => ((v / w) ^ 2) ^ n * ‖a 0‖ ^ 2 :=
    funext fun n => by rw [hb n, ha n, hsq n, norm_zero]; ring
  have h1 : 1 - (v / w) ^ 2 ≠ 0 := (sub_pos.mpr (hlt.mpr hvw)).ne'
  -- sum the geometric series
  rw [hf, tsum_mul_right, tsum_geometric_of_lt_one (sq_nonneg _) (hlt.mpr hvw),
    ← mul_assoc, mul_inv_cancel₀ h1, one_mul]

end

end RiceMeleHalfLine
```

```lean
#print axioms RiceMeleHalfLine.exists_boundState_iff
#print axioms RiceMeleHalfLine.first_site_weight
```

```
'RiceMeleHalfLine.exists_boundState_iff' depends on axioms: [propext, Classical.choice, Quot.sound]
'RiceMeleHalfLine.first_site_weight' depends on axioms: [propext, Classical.choice, Quot.sound]
```
